# Every symmetry species of a finite group occurs in a tensor power of a faithful unitary representation

## Combination levels of ammonia

Ammonia has the point group C₃ᵥ, and its normal vibrations belong to the species A₁ and E. None belongs to A₂. Yet if one quantum is placed in each of its two different E vibrations, the four product states span E ⊗ E = A₁ + A₂ + E, and A₂ appears. Which species can be reached by such products, and how many factors are needed?

For a finite group, a representation D by unitary matrices reaches all of them if it is faithful, meaning that different operations have different matrices. If the character of D takes r distinct values, fewer than r factors suffice. In C₃ᵥ the character of E takes the values 2, −1 and 0, so r = 3. The power 0, which is the one-dimensional trivial representation, gives A₁, the power 1 gives E, and the power 2 gives A₂.

The result bears on the symmetry labels of many-particle and vibrational product states, with a finite group and distinguishable factors. If D acts on complete one-particle states, including any spin, identical particles occupy only the symmetrised or the antisymmetrised part of the tensor power. Several quanta in one degenerate mode occupy the symmetrised part. Passing to that part is a further step, which the hypotheses do not supply: the A₂ state above is missing from the first overtone of a single E mode.

## The theorem in matrix form

In `species_occurs_in_tensor_power`, a representation `D : G →* Matrix n n ℂ` assigns a complex matrix to each operation and respects products. The hypothesis `hU` says that every D(g) is unitary, and `hD` that D is faithful. The number r is `(univ.image fun g => (D g).trace).card`.

A basis state of the k-fold product is a list a of k basis labels, of type `Fin k → n`. The representation `tensorRep D k` has the matrix elements

D^{⊗k}(g)_{ab} = ∏ᵢ D(g)_{aᵢbᵢ}, i = 0, …, k − 1.

`IsSpecies S` says that S has nonzero dimension and no invariant subspaces except zero and the whole space. This is irreducibility over the complex numbers. Some character tables print a pair of complex conjugate species under one label E, as for C₃; here they count as two.

The conclusion gives a k < r and a matrix T with

D^{⊗k}(g) T = T S(g) for all g,

such that v ↦ Tv is injective. The columns of T are then linearly independent combinations of product states that transform exactly like the basis of S. The theorem gives neither the multiplicity of S nor the smallest possible k.

The Burnside–Brauer theorem, whose name the code uses, is usually stated for any faithful complex character. Here unitarity is a hypothesis on the matrices. Physically it says that the symmetry operations preserve overlaps in an orthonormal basis. S need not be unitary, so the matrix S(g⁻¹) used below need not equal the conjugate transpose S(g)†.

## A moment that does not vanish

Let f and ψ be complex functions on a finite set with a marked point e. Suppose that f(x) = f(e) only at x = e, that ψ(e) ≠ 0, and that f takes r values. Define

P(z) = ∏ (z − a), over all values a of f except f(e).

P has degree r − 1 and vanishes at f(x) for every x ≠ e, so

∑ₓ P(f(x)) ψ(x) = P(f(e)) ψ(e) ≠ 0.

Writing P(z) = ∑ₖ cₖ zᵏ with k < r turns the left side into

∑ₖ cₖ ∑ₓ f(x)ᵏ ψ(x).

Hence ∑ₓ f(x)ᵏ ψ(x) ≠ 0 for at least one k < r.

For functions, this bound is the best possible. Let ζ be a primitive N-th root of unity and take f(j) = ψ(j) = ζʲ for j = 0, …, N − 1. There are N values, and for k + 1 < N the number x = ζᵏ⁺¹ differs from 1 while xᴺ = 1. The geometric sum gives

(1 − x) ∑ⱼ xʲ = 1 − xᴺ = 0,

so every moment with k < N − 1 vanishes.

## From the character to the embedding

Write χ_D(g) = tr D(g), and likewise for other representations. To use f = χ_D with e = 1, we need χ_D(g) = χ_D(1) only for g = 1. Let A = D(g) be a unitary matrix of dimension d with tr A = d. Then

tr (A − 1)†(A − 1) = tr (1 − A† − A + 1) = d − d − d + d = 0.

The left side is the sum of the squared moduli of the elements of A − 1, so A = 1. Faithfulness then gives g = 1.

Take ψ(g) = χ_S(g⁻¹). Its value at g = 1 is the dimension of S, which is nonzero. The character of the tensor power is

∑ₐ ∏ᵢ D(g)_{aᵢaᵢ} = χ_D(g)ᵏ,

so the moment result supplies a k < r for which, with R = D^{⊗k},

∑_g χ_R(g) χ_S(g⁻¹) ≠ 0.

To turn this overlap into a matrix, define for any rectangular X

T_X = ∑_g R(g) X S(g⁻¹).

This is the group average without the factor 1/|G|. Substituting g′ = hg gives

R(h) T_X = ∑_g R(hg) X S(g⁻¹) = ∑_g′ R(g′) X S(g′⁻¹) S(h) = T_X S(h).

If X has a single 1 at position (a, b), the (a, b) element of T_X is ∑_g R(g)_{aa} S(g⁻¹)_{bb}. Summed over a and b, these elements give the nonzero overlap, so some T = T_X is nonzero.

Finally, if Tv = 0, then T S(g)v = R(g)Tv = 0. The kernel of T is therefore an invariant subspace of S. It is not the whole space because T ≠ 0, so it is zero and T is injective.

## What an unfaithful representation misses

Suppose that D(g) = 1 for some operation g. Then D^{⊗k}(g) = 1, and the intertwining relation gives T = T S(g). Since T is injective, S(g) = 1. A species in which g acts nontrivially therefore occurs in no tensor power of D. In C₃ᵥ, for example, the powers of A₂ never contain E, because A₂ represents the threefold rotations by 1.

## The derivation in Lean

```lean
import Mathlib

open Matrix Finset
open scoped ComplexOrder

namespace SpeciesInTensorPowers

noncomputable section

variable {G n m p : Type*} [Group G] [Fintype n] [DecidableEq n]
  [Fintype m] [DecidableEq m] [Fintype p] [DecidableEq p]

/-- The `k`-fold tensor power of a matrix representation, acting on product states
labelled by `k` basis indices. -/
def tensorRep (D : G →* Matrix n n ℂ) (k : ℕ) :
    G →* Matrix (Fin k → n) (Fin k → n) ℂ where
  toFun g := Matrix.of fun a b => ∏ i, D g (a i) (b i)
  map_one' := by
    ext a b
    simp only [map_one, Matrix.of_apply]
    by_cases h : a = b
    · subst h
      simp
    · obtain ⟨i, hi⟩ := Function.ne_iff.1 h
      rw [Matrix.one_apply_ne h]
      exact Finset.prod_eq_zero (Finset.mem_univ i) (Matrix.one_apply_ne hi)
  map_mul' g h := by
    ext a b
    simp only [map_mul, Matrix.of_apply, Matrix.mul_apply, Finset.prod_univ_sum,
      Fintype.piFinset_univ, Finset.prod_mul_distrib]

/-- A symmetry species: a representation of nonzero dimension whose only invariant
subspaces are zero and the whole space. -/
def IsSpecies (S : G →* Matrix m m ℂ) : Prop :=
  Nonempty m ∧ ∀ W : Submodule ℂ (m → ℂ),
    (∀ g, ∀ v ∈ W, S g *ᵥ v ∈ W) → W = ⊥ ∨ W = ⊤

/-- The sum of `R g * X * S g⁻¹` over a finite group, which is the group average of `X` without the
factor `1/|G|`. -/
def average [Fintype G] (R : G →* Matrix p p ℂ) (S : G →* Matrix m m ℂ)
    (X : Matrix p m ℂ) : Matrix p m ℂ :=
  ∑ g, R g * X * S g⁻¹

/-- Let `f` and `ψ` be complex functions on a finite set. If `f` takes the value `f e` only at `e`,
and `ψ e` is nonzero, then some moment `∑ f ^ k * ψ` is nonzero with `k` below the number of values
of `f`. -/
theorem exists_moment_ne_zero {X : Type*} [Fintype X] (f ψ : X → ℂ) (e : X)
    (hf : ∀ x, f x = f e → x = e) (hψ : ψ e ≠ 0) :
    ∃ k < (univ.image f).card, ∑ x, f x ^ k * ψ x ≠ 0 := by
  by_contra! hk
  -- the polynomial that vanishes at every value of f except f e
  obtain ⟨P, hP⟩ : ∃ P : Polynomial ℂ, P =
      ∏ a ∈ (univ.image f).erase (f e), (Polynomial.X - Polynomial.C a) := ⟨_, rfl⟩
  have hdeg : P.natDegree < (univ.image f).card := by
    have h1 : P.natDegree ≤ ((univ.image f).erase (f e)).card := by
      rw [hP]
      refine (Polynomial.natDegree_prod_le _ _).trans ?_
      simp only [Polynomial.natDegree_X_sub_C, Finset.sum_const, smul_eq_mul, mul_one, le_refl]
    exact h1.trans_lt (Finset.card_erase_lt_of_mem
      (Finset.mem_image_of_mem f (Finset.mem_univ e)))
  have h1 : ∑ x, P.eval (f x) * ψ x = P.eval (f e) * ψ e := by
    refine Finset.sum_eq_single e (fun x _ hx => ?_) (by simp)
    have h0 : P.eval (f x) = 0 := by
      rw [hP, Polynomial.eval_prod]
      exact Finset.prod_eq_zero (i := f x)
        (Finset.mem_erase.2 ⟨fun h => hx (hf x h),
          Finset.mem_image_of_mem f (Finset.mem_univ x)⟩) (by simp)
    rw [h0, zero_mul]
  have h2 : ∑ x, P.eval (f x) * ψ x = 0 := by
    simp_rw [Polynomial.eval_eq_sum_range' hdeg, Finset.sum_mul]
    rw [Finset.sum_comm]
    refine Finset.sum_eq_zero fun k hk' => ?_
    simp_rw [mul_assoc, ← Finset.mul_sum]
    rw [hk k (Finset.mem_range.1 hk'), mul_zero]
  have h3 : P.eval (f e) ≠ 0 := by
    rw [hP, Polynomial.eval_prod]
    refine Finset.prod_ne_zero_iff.2 fun a ha => ?_
    rw [Polynomial.eval_sub, Polynomial.eval_X, Polynomial.eval_C]
    exact sub_ne_zero.2 (Finset.ne_of_mem_erase ha).symm
  exact mul_ne_zero h3 hψ (h1.symm.trans h2)

/-- For a primitive `N`-th root of unity `ζ`, the `N` powers `ζ ^ j` with `j < N` are distinct, and
the sum of `(ζ ^ j) ^ k * ζ ^ j` over these `j` vanishes whenever `k + 1 < N`. -/
theorem moment_bound_sharp {N : ℕ} {ζ : ℂ} (h : IsPrimitiveRoot ζ N) :
    (univ.image fun j : Fin N => ζ ^ (j : ℕ)).card = N ∧
      ∀ k, k + 1 < N → ∑ j : Fin N, (ζ ^ (j : ℕ)) ^ k * ζ ^ (j : ℕ) = 0 := by
  constructor
  · rw [Finset.card_image_of_injective _
      (fun i j hij => Fin.ext (h.pow_inj i.2 j.2 hij))]
    simp
  · intro k hk
    have hx : ζ ^ (k + 1) ≠ 1 := fun h1 =>
      absurd (Nat.le_of_dvd k.succ_pos ((h.pow_eq_one_iff_dvd _).1 h1)) (by omega)
    have hN : (ζ ^ (k + 1)) ^ N = 1 := by
      rw [← pow_mul, mul_comm, pow_mul, h.pow_eq_one, one_pow]
    have hs : ∑ j : Fin N, (ζ ^ (j : ℕ)) ^ k * ζ ^ (j : ℕ)
        = ∑ j ∈ range N, (ζ ^ (k + 1)) ^ j := by
      rw [← Fin.sum_univ_eq_sum_range (fun j => (ζ ^ (k + 1)) ^ j) N]
      refine Finset.sum_congr rfl fun j _ => ?_
      ring
    have hg := mul_neg_geom_sum (ζ ^ (k + 1)) N
    rw [hN, sub_self] at hg
    rw [hs]
    exact (mul_eq_zero.1 hg).resolve_left (sub_ne_zero.2 hx.symm)

/-- A unitary matrix whose trace equals its dimension is the identity. -/
theorem unitary_eq_one_of_trace (A : Matrix n n ℂ) (hA : Aᴴ * A = 1)
    (ht : A.trace = Fintype.card n) : A = 1 := by
  have h : ((A - 1)ᴴ * (A - 1)).trace = 0 := by
    have he : (A - 1)ᴴ * (A - 1) = 1 - Aᴴ - A + 1 := by
      have hx : (Aᴴ - 1) * (A - 1) = Aᴴ * A - Aᴴ - A + 1 := by noncomm_ring
      rw [Matrix.conjTranspose_sub, Matrix.conjTranspose_one, hx, hA]
    rw [he, Matrix.trace_add, Matrix.trace_sub, Matrix.trace_sub,
      Matrix.trace_conjTranspose, ht, Matrix.trace_one]
    simp
  exact sub_eq_zero.1 (Matrix.trace_conjTranspose_mul_self_eq_zero_iff.1 h)

/-- The character of the `k`-th tensor power is the `k`-th power of the character. -/
theorem trace_tensorRep (D : G →* Matrix n n ℂ) (k : ℕ) (g : G) :
    (tensorRep D k g).trace = (D g).trace ^ k := by
  simp only [Matrix.trace, Matrix.diag_apply]
  rw [Fintype.sum_pow]
  rfl

/-- For a finite group, the matrix `average R S X` intertwines `R` and `S`: multiplying it by `R h`
on the left equals multiplying it by `S h` on the right. -/
theorem average_intertwines [Fintype G] (R : G →* Matrix p p ℂ)
    (S : G →* Matrix m m ℂ) (X : Matrix p m ℂ) (h : G) :
    R h * average R S X = average R S X * S h := by
  unfold average
  rw [Matrix.mul_sum, Matrix.sum_mul]
  -- relabel the summation by g ↦ h g
  refine Fintype.sum_equiv (Equiv.mulLeft h) _ _ fun g => ?_
  have hS : S (h * g)⁻¹ * S h = S g⁻¹ := by
    rw [← map_mul]
    congr 1
    group
  simp only [Equiv.coe_mulLeft]
  rw [Matrix.mul_assoc (R (h * g) * X) (S (h * g)⁻¹) (S h), hS, map_mul]
  simp only [Matrix.mul_assoc]

/-- If the characters of two representations of a finite group have nonzero overlap,
a nonzero matrix intertwines the representations. -/
theorem exists_intertwiner [Fintype G] (R : G →* Matrix p p ℂ)
    (S : G →* Matrix m m ℂ) (h : ∑ g, (R g).trace * (S g⁻¹).trace ≠ 0) :
    ∃ T : Matrix p m ℂ, T ≠ 0 ∧ ∀ g, R g * T = T * S g := by
  by_contra hn
  have hz : ∀ X, average R S X = 0 := fun X => by
    by_contra hX
    exact hn ⟨_, hX, average_intertwines R S X⟩
  -- averaging a matrix unit isolates a product of diagonal elements
  have e : ∀ g a b, (R g * Matrix.single a b (1 : ℂ) * S g⁻¹) a b
      = R g a a * S g⁻¹ b b := by
    intro g a b
    rw [Matrix.mul_apply, Finset.sum_eq_single b]
    · rw [Matrix.mul_apply, Finset.sum_eq_single a]
      · simp
      · intro i _ hi
        simp [hi.symm]
      · simp
    · intro j _ hj
      simp [Matrix.mul_apply, hj.symm]
    · simp
  apply h
  simp only [Matrix.trace, Matrix.diag_apply, Finset.sum_mul_sum]
  rw [Finset.sum_comm]
  refine Finset.sum_eq_zero fun a _ => ?_
  rw [Finset.sum_comm]
  refine Finset.sum_eq_zero fun b _ => ?_
  have hab := congrArg (fun M => M a b) (hz (Matrix.single a b 1))
  simpa only [average, Matrix.sum_apply, Matrix.zero_apply, e] using hab

/-- A nonzero intertwiner from a symmetry species to any representation is injective. -/
theorem intertwiner_injective (R : G →* Matrix p p ℂ) (S : G →* Matrix m m ℂ)
    (hS : IsSpecies S) (T : Matrix p m ℂ) (hT : T ≠ 0)
    (h : ∀ g, R g * T = T * S g) : Function.Injective T.mulVec := by
  rcases hS.2 (LinearMap.ker T.mulVecLin) (fun g v hv => by
    rw [LinearMap.mem_ker, Matrix.mulVecLin_apply] at hv ⊢
    rw [Matrix.mulVec_mulVec, ← h g, ← Matrix.mulVec_mulVec, hv, Matrix.mulVec_zero])
    with hb | ht
  · exact LinearMap.ker_eq_bot.1 hb
  · refine absurd ?_ hT
    ext i j
    have h0 := congrFun (LinearMap.congr_fun (LinearMap.ker_eq_top.1 ht) (Pi.single j 1)) i
    simpa using h0

/-- Burnside-Brauer theorem: every symmetry species of a finite group occurs in a tensor
power of a given faithful unitary representation, with exponent below the number of
distinct values of its character. -/
theorem species_occurs_in_tensor_power [Fintype G] (D : G →* Matrix n n ℂ)
    (hU : ∀ g, (D g)ᴴ * D g = 1) (hD : Function.Injective D)
    (S : G →* Matrix m m ℂ) (hS : IsSpecies S) :
    ∃ k < (univ.image fun g => (D g).trace).card,
      ∃ T : Matrix (Fin k → n) m ℂ, Function.Injective T.mulVec ∧
        ∀ g, tensorRep D k g * T = T * S g := by
  have hm : Nonempty m := hS.1
  obtain ⟨k, hk, hsum⟩ := exists_moment_ne_zero (fun g => (D g).trace)
    (fun g => (S g⁻¹).trace) 1
    (fun g hg => hD (by
      rw [map_one]
      refine unitary_eq_one_of_trace _ (hU g) ?_
      simpa only [map_one, Matrix.trace_one] using hg))
    (by simp [Matrix.trace_one])
  obtain ⟨T, hT, hi⟩ := exists_intertwiner (tensorRep D k) S
    (by simpa only [trace_tensorRep] using hsum)
  exact ⟨k, hk, T, intertwiner_injective _ S hS T hT hi, hi⟩

/-- An operation represented by the identity in `D` is represented by the identity in
every representation that embeds in a tensor power of `D`. -/
theorem trivial_operation_persists (D : G →* Matrix n n ℂ) (S : G →* Matrix m m ℂ)
    (k : ℕ) (T : Matrix (Fin k → n) m ℂ) (hT : Function.Injective T.mulVec)
    (hi : ∀ g, tensorRep D k g * T = T * S g) (g : G) (hg : D g = 1) : S g = 1 := by
  have h1 : tensorRep D k g = 1 := by
    rw [← map_one (tensorRep D k)]
    change Matrix.of _ = Matrix.of _
    rw [hg, map_one]
  have h2 : T * S g = T := by rw [← hi g, h1, Matrix.one_mul]
  apply Matrix.mulVec_injective
  funext v
  apply hT
  rw [Matrix.mulVec_mulVec, h2, Matrix.one_mulVec]

end

end SpeciesInTensorPowers
```

```lean
#print axioms SpeciesInTensorPowers.moment_bound_sharp
#print axioms SpeciesInTensorPowers.species_occurs_in_tensor_power
#print axioms SpeciesInTensorPowers.trivial_operation_persists
```

```
'SpeciesInTensorPowers.moment_bound_sharp' depends on axioms: [propext, Classical.choice, Quot.sound]
'SpeciesInTensorPowers.species_occurs_in_tensor_power' depends on axioms: [propext, Classical.choice, Quot.sound]
'SpeciesInTensorPowers.trivial_operation_persists' depends on axioms: [propext, Classical.choice, Quot.sound]
```

The definition `tensorRep` includes the proof that the tensor power is a representation. For the identity, two different lists differ in some place i, and the factor there is zero. For a product of operations, `Finset.prod_univ_sum` expands a product of sums into a sum over lists.

In `exists_moment_ne_zero`, `by_contra!` assumes that all moments with k < r vanish. The step `hdeg` bounds the degree of P, `h1` reduces the weighted sum to the point e, `h2` expands P in powers and obtains zero, and `h3` shows P(f(e)) ≠ 0. Together they contradict ψ(e) ≠ 0. In `moment_bound_sharp`, the geometric sum enters through `mul_neg_geom_sum`.

The lemma `unitary_eq_one_of_trace` expands (A − 1)†(A − 1) and concludes from its zero trace that A − 1 = 0. `trace_tensorRep` is the power rule for characters, with `Fintype.sum_pow` expanding the k-th power of the trace.

The substitution g′ = hg is `Equiv.mulLeft h` in `average_intertwines`. `exists_intertwiner` argues by contradiction: if no nonzero intertwiner exists, all averages vanish. The step `e` computes the diagonal product selected by a matrix unit, and two exchanges of summation show that the overlap would be zero. `intertwiner_injective` applies the definition of a species to the kernel of T; if the kernel were everything, testing T on basis vectors would give T = 0.

The main theorem feeds the characters into the moment lemma, rewrites the k-th power of χ_D as the character of the tensor power, and applies the two intertwiner lemmas. `trivial_operation_persists` is the argument about unfaithful representations: `h1` gives D^{⊗k}(g) = 1, `h2` gives T S(g) = T, and injectivity removes T.
